# At real energy and for a self-adjoint Hamiltonian, the spectral function factorises as i(G − G†) = GΓG† = G†ΓG

The Green function is modelled here as an element G of an algebra that satisfies two equations, not as the output of an inversion operation. With H the Hamiltonian, S the self-energy (often written Σ) and E a real energy, the equations are

G (E − H − S) = 1 and (E − H − S) G = 1.

Both are required because in an infinite-dimensional algebra a one-sided inverse need not be two-sided. The alternative is to define G by a total inverse function, such as `Ring.inverse` in Mathlib, and to add the hypothesis that E − H − S is invertible. G would then be a function of E, H and S, and every proof would begin by recovering the two equations. Since that function returns 0 for a non-invertible element, the factorisation would survive without the added hypothesis, but at singular energies it would only say 0 = 0.

## From two inverses to one spectral function

Write † for the adjoint and let H† = H. The broadening is

Γ = i(S − S†),

and the spectral function is i(G − G†). The claim is that

i(G − G†) = GΓG† = G†ΓG.

It is convenient to start with two systems that share H but have energies E, E′ and self-energies S, S′. Set D = E − H − S and D′ = E′ − H − S′, with two-sided inverses G and G′. Because E′ is real and H is self-adjoint,

D′† = E′ − H − S′†.

The Hamiltonian therefore drops out of the difference

D′† − D = E′ − E + S − S′†.

Taking the adjoint of G′D′ = 1 gives D′†G′† = 1. Placing the difference between G and G′† and using GD = 1 gives

G(D′† − D)G′† = G(D′†G′†) − (GD)G′† = G − G′†.

For the other order, the adjoint of D′G′ = 1 is G′†D′† = 1, and DG = 1, so

G′†(D′† − D)G = (G′†D′†)G − G′†(DG) = G − G′†.

Now let the two systems coincide. The energies cancel and the middle factor is S − S†:

G − G† = G(S − S†)G† = G†(S − S†)G.

Multiplication by i gives the claim.

The first form can also be solved for its middle factor. If some X satisfies i(G − G†) = GXG†, then multiplying by D from the left and by D† from the right gives X = D · i(G − G†) · D†. The same calculation with Γ in place of X gives the same right-hand side, so X = Γ. In particular, if the spectral function is zero, X = 0 is a solution, hence Γ = 0 and S = S†. Conversely, S = S† gives Γ = 0 and a vanishing spectral function.

For a finite matrix model with several leads, let S be the sum of the lead self-energies S_p, put Γ_p = i(S_p − S_p†), and define

T_pq = Tr(Γ_p G Γ_q G†).

Since Γ = ∑_q Γ_q, the first form of the spectral function gives

∑_q T_pq = Tr(Γ_p GΓG†) = Tr(Γ_p · i(G − G†)).

Cyclicity of the trace and the second form give

∑_q T_qp = ∑_q Tr(Γ_p G†Γ_q G) = Tr(Γ_p G†ΓG) = Tr(Γ_p · i(G − G†)).

The two sums agree. With leads 0 and 1 and p = 0, this reads T_00 + T_01 = T_00 + T_10, so T_01 = T_10.

For non-interacting electrons in a finite basis, the Landauer–Büttiker current at lead p can be written, up to a constant factor, as the energy integral of ∑_q (T_qp f_p − T_pq f_q), where f_q is the occupation of lead q. In this form the sum rule shows that the integrand vanishes when all occupations are equal.

## The algebra and its Green functions

In Lean 4 with Mathlib:

```lean
import Mathlib

open Matrix

namespace CaroliKeldysh

noncomputable section

variable {A : Type*} [Ring A] [StarRing A] [Algebra ℂ A] [StarModule ℂ A]
```

The type `A` is a complex algebra with an adjoint, written `star`. The assumption `StarModule ℂ A` says that the adjoint conjugates scalars. Square complex matrices are one instance, and bounded operators on a Hilbert space are another; unbounded Hamiltonians do not fit this setting. There is no norm and no notion of positivity.

```lean
/-- The inverse Green function `E - H - S` at real energy `E`, with Hamiltonian `H` and self-energy
`S`. -/
def invGreen (E : ℝ) (H S : A) : A := (E : ℂ) • (1 : A) - H - S
```

The energy has type `ℝ` and multiplies the identity after conversion to a complex number. A numerical calculation that uses E + iη is covered by moving the shift into the self-energy, S → S − iη, which adds 2η to Γ. If the shift is kept in G but left out of Γ, the first form GΓG† is off by 2ηGG† and the second form G†ΓG by 2ηG†G.

```lean
/-- The broadening `Γ = i (S - S†)` of a self-energy `S`. -/
def broadening (S : A) : A := Complex.I • (S - star S)

/-- The spectral function `i (G - G†)` of a Green function `G`. -/
def spectral (G : A) : A := Complex.I • (G - star G)
```

These two definitions apply the same operation to S and to G. They fix the convention: there is no factor 1/2 in the broadening, and no factor 1/(2π) in the spectral function, so a density of states requires that division afterwards.

```lean
/-- `G` is the Green function at energy `E`: a two-sided inverse of `E - H - S`. -/
structure IsGreen (E : ℝ) (H S G : A) : Prop where
  left : G * invGreen E H S = 1
  right : invGreen E H S * G = 1
```

`IsGreen E H S G` records the two inverse relations. Physically, the retarded self-energy of a lead has Γ ≥ 0, because the lead drains amplitude from the system. No such condition is imposed here, and S may be any element of the algebra.

## The difference of a Green function and the adjoint of another

```lean
/-- The difference between a Green function and the adjoint of another, taken at two energies and
with two self-energies but the same Hamiltonian, in its two factorised forms. -/
theorem green_sub_star {E E' : ℝ} {H S S' G G' : A} (hH : IsSelfAdjoint H)
    (hG : IsGreen E H S G) (hG' : IsGreen E' H S' G') :
    G - star G' = G * (((E' - E : ℝ) : ℂ) • (1 : A) + S - star S') * star G' ∧
    G - star G' = star G' * (((E' - E : ℝ) : ℂ) • (1 : A) + S - star S') * G := by
  have hs : star (invGreen E' H S') = (E' : ℂ) • (1 : A) - H - star S' := by
    simp [invGreen, hH.star_eq]
  -- the middle factor is the difference of the two inverse Green functions
  have hd : ((E' - E : ℝ) : ℂ) • (1 : A) + S - star S'
      = star (invGreen E' H S') - invGreen E H S := by
    rw [hs, invGreen, Complex.ofReal_sub, sub_smul]
    abel
  have h2 : star (invGreen E' H S') * star G' = 1 := by
    rw [← star_mul, hG'.left, star_one]
  have h3 : star G' * star (invGreen E' H S') = 1 := by
    rw [← star_mul, hG'.right, star_one]
  rw [hd]
  constructor
  · rw [mul_sub, sub_mul, hG.left, one_mul, mul_assoc, h2, mul_one]
  · rw [mul_sub, sub_mul, h3, one_mul, mul_assoc, hG.right, mul_one]
```

The theorem is the two-system identity from the derivation, with `G'` and `S'` for the primed quantities. The hypothesis `hH` is H† = H; it is used in `hs`, which computes D′†. The step `hd` identifies the middle factor with D′† − D, and this is where H cancels. The steps `h2` and `h3` are the adjoints of the two inverse relations for G′.

After that, each half of the conclusion is an expansion of a product followed by two cancellations. The first half uses only the `left` relations of the two Green functions, and the second only the `right` ones.

## The factorised spectral function

```lean
/-- The spectral function equals the broadening multiplied by the Green function on one side and by
its adjoint on the other, in either order: `i (G - G†) = G Γ G† = G† Γ G`. -/
theorem spectral_eq {E : ℝ} {H S G : A} (hH : IsSelfAdjoint H) (hG : IsGreen E H S G) :
    spectral G = G * broadening S * star G ∧
    spectral G = star G * broadening S * G := by
  -- equal energies: the middle factor reduces to `S - S†`
  obtain ⟨h1, h2⟩ := green_sub_star hH hG hG
  simp only [sub_self, Complex.ofReal_zero, zero_smul, zero_add] at h1 h2
  constructor
  · rw [spectral, broadening, mul_smul_comm, smul_mul_assoc, ← h1]
  · rw [spectral, broadening, mul_smul_comm, smul_mul_assoc, ← h2]
```

This is the main result, with the two equalities joined by `∧`. The preceding theorem is applied to `hG` twice, so that both systems are the same. The `simp only` line removes E − E, and the final rewrites carry the factor i out of the triple product.

The physical content is that, at a real energy where G exists, all spectral weight comes from the anti-Hermitian part of the self-energy. The Hermitian part, which shifts levels, acts only through G.

```lean
/-- Conversely, an element `Γ` with `i (G - G†) = G Γ G†` must be the broadening of the
self-energy. -/
theorem broadening_unique {E : ℝ} {H S G Γ : A} (hH : IsSelfAdjoint H)
    (hG : IsGreen E H S G) (h : spectral G = G * Γ * star G) : Γ = broadening S := by
  have h2 : star G * star (invGreen E H S) = 1 := by
    rw [← star_mul, hG.right, star_one]
  -- the outer Green functions can be stripped off
  have key : ∀ X : A,
      invGreen E H S * (G * X * star G) * star (invGreen E H S) = X := by
    intro X
    calc invGreen E H S * (G * X * star G) * star (invGreen E H S)
        = (invGreen E H S * G) * X * (star G * star (invGreen E H S)) := by
          simp only [mul_assoc]
      _ = X := by rw [hG.right, h2, one_mul, mul_one]
  rw [← key Γ, ← h, (spectral_eq hH hG).1, key]
```

The element Γ is arbitrary here, and the conclusion identifies it with `broadening S`. The auxiliary statement `key` says that multiplication by D and D† strips the outer factors from GXG† for every X. The last line applies it to the given Γ, exchanges GΓG† for the spectral function, exchanges that for its known factorisation, and strips again.

```lean
/-- At a real energy where the Green function exists, the spectral function vanishes exactly
when the self-energy is self-adjoint. -/
theorem spectral_eq_zero_iff {E : ℝ} {H S G : A} (hH : IsSelfAdjoint H)
    (hG : IsGreen E H S G) : spectral G = 0 ↔ IsSelfAdjoint S := by
  constructor
  · intro h0
    have h : (0 : A) = broadening S :=
      broadening_unique hH hG (by rw [h0, mul_zero, zero_mul])
    have h' : Complex.I • (S - star S) = 0 := h.symm
    have h'' := (smul_eq_zero.mp h').resolve_left Complex.I_ne_zero
    exact (sub_eq_zero.mp h'').symm
  · intro hS
    rw [(spectral_eq hH hG).1, broadening, hS.star_eq, sub_self, smul_zero, mul_zero, zero_mul]
```

In the forward direction, zero is a middle factor that reproduces a vanishing spectral function, so `broadening_unique` forces i(S − S†) = 0. Dividing by i leaves S = S†. The reverse direction substitutes S† = S into the main theorem.

The existence of G at the chosen energy matters for the interpretation. An isolated finite system has S = 0, and its spectral function vanishes at every real energy that is not an eigenvalue of H. At the eigenvalues, where the usual delta peaks sit, no G satisfies the hypothesis.

## Summed transmissions between leads

```lean
variable {n ι : Type*} [Fintype n] [DecidableEq n] [Fintype ι]

/-- The Caroli expression `Tr (Γ_p G Γ_q G†)` for leads `p` and `q` with self-energies `S p`
and `S q`. -/
def transmission (G : Matrix n n ℂ) (S : ι → Matrix n n ℂ) (p q : ι) : ℂ :=
  trace (broadening (S p) * G * broadening (S q) * star G)
```

From here on the algebra is that of complex matrices indexed by a finite type `n`, and the leads are labelled by a finite type `ι`. The function `transmission` is the trace in the Caroli formula, taken as a definition: that this trace gives the current through a device is not derived. Its value is a complex number, and no statement is made that it is real or non-negative. For p = q it is the diagonal term T_pp, which appears in both sums below.

```lean
/-- Sum rule for many leads: the Caroli transmissions `T_pq` and `T_qp`, each summed over all
leads `q`, agree. -/
theorem transmission_sum_rule {E : ℝ} {H G : Matrix n n ℂ} {S : ι → Matrix n n ℂ}
    (hH : IsSelfAdjoint H) (hG : IsGreen E H (∑ p, S p) G) (p : ι) :
    ∑ q, transmission G S p q = ∑ q, transmission G S q p := by
  have hsum : broadening (∑ q, S q) = ∑ q, broadening (S q) := by
    simp only [broadening, star_sum, ← Finset.sum_sub_distrib, Finset.smul_sum]
  -- both sums equal the trace of `Γ_p` against the spectral function
  have hL : ∑ q, transmission G S p q = trace (broadening (S p) * spectral G) := by
    rw [(spectral_eq hH hG).1, hsum]
    simp only [transmission, Finset.mul_sum, Finset.sum_mul, Matrix.trace_sum, mul_assoc]
  have hR : ∑ q, transmission G S q p = trace (broadening (S p) * spectral G) := by
    rw [(spectral_eq hH hG).2, hsum]
    simp only [Finset.mul_sum, Finset.sum_mul, Matrix.trace_sum]
    refine Finset.sum_congr rfl fun q _ => ?_
    have h : broadening (S q) * G * broadening (S p) * star G
        = (broadening (S q) * G) * (broadening (S p) * star G) := by
      simp only [mul_assoc]
    rw [transmission, h, Matrix.trace_mul_comm]
    simp only [mul_assoc]
  rw [hL, hR]
```

The hypothesis `hG` contains `∑ p, S p`, so the lead self-energies make up the whole self-energy. For the theorem to apply, any other source of absorption, such as a dephasing probe or the numerical shift η, must be included in this sum, for instance as a further lead. A Hermitian correction can be placed in H.

The step `hsum` is Γ = ∑_q Γ_q. Then `hL` and `hR` show that both sums equal the trace of Γ_p times the spectral function, using the first and second factorisation respectively. In `hR` the product is bracketed as (Γ_q G)(Γ_p G†), so that `Matrix.trace_mul_comm` can exchange the two halves.

```lean
/-- With exactly two leads the Caroli transmission is the same in both directions. -/
theorem transmission_two_leads {E : ℝ} {H G : Matrix n n ℂ} {S : Fin 2 → Matrix n n ℂ}
    (hH : IsSelfAdjoint H) (hG : IsGreen E H (∑ p, S p) G) :
    transmission G S 0 1 = transmission G S 1 0 := by
  have h := transmission_sum_rule hH hG 0
  simp only [Fin.sum_univ_two] at h
  exact add_left_cancel h
```

For two leads, `Fin.sum_univ_two` writes out the sums and `add_left_cancel` removes the common term T_00. H is only required to be self-adjoint, so it may contain the complex hopping amplitudes of a magnetic field, and time-reversal symmetry is not assumed. With three or more leads the sum rule constrains only the sums, not each pair.

## A chain with one absorbing site

```lean
/-- A two-site chain at zero energy with self-energy `-i` on its first site: the Hamiltonian is
self-adjoint, the Green function is explicit, and the broadening is `2` on the first site. -/
theorem isGreen_witness :
    IsSelfAdjoint (!![0, 1; 1, 0] : Matrix (Fin 2) (Fin 2) ℂ) ∧
    IsGreen 0 (!![0, 1; 1, 0] : Matrix (Fin 2) (Fin 2) ℂ) !![-Complex.I, 0; 0, 0]
      !![0, -1; -1, -Complex.I] ∧
    broadening (!![-Complex.I, 0; 0, 0] : Matrix (Fin 2) (Fin 2) ℂ) = !![2, 0; 0, 0] := by
  refine ⟨?_, ⟨?_, ?_⟩, ?_⟩
  · change star _ = _
    ext i j
    fin_cases i <;> fin_cases j <;> simp [Matrix.star_apply]
  · ext i j
    fin_cases i <;> fin_cases j <;> simp [invGreen, Matrix.mul_apply, Fin.sum_univ_succ]
  · ext i j
    fin_cases i <;> fin_cases j <;> simp [invGreen, Matrix.mul_apply, Fin.sum_univ_succ]
  · ext i j
    fin_cases i <;> fin_cases j <;>
      simp [broadening, Matrix.star_apply, Complex.ext_iff]
    all_goals norm_num

end

end CaroliKeldysh
```

The example has two sites with hopping 1, energy 0 and self-energy −i on the first site. The energy unit is the hopping. Here

E − H − S = [[i, −1], [−1, 0]] and G = [[0, −1], [−1, −i]],

and multiplying them in either order gives the identity matrix. The theorem checks this entry by entry, together with the self-adjointness of H and the value Γ = diag(2, 0). The hypotheses of the main theorem are thus met by a system with non-zero broadening.

Working out the spectral function by hand gives

i(G − G†) = diag(0, 2).

At this energy the spectral weight lies entirely on the second site, although only the first site absorbs. The Green functions on either side of Γ carry the broadening from one site to the other.

```lean
#print axioms CaroliKeldysh.spectral_eq_zero_iff
#print axioms CaroliKeldysh.transmission_two_leads
```

```
'CaroliKeldysh.spectral_eq_zero_iff' depends on axioms: [propext, Classical.choice, Quot.sound]
'CaroliKeldysh.transmission_two_leads' depends on axioms: [propext, Classical.choice, Quot.sound]
```
